# The Kato cusp of a radial s-wave that is finite at the nucleus

Let ψ be a real function of r > 0 that solves

−(ψ'' + 2ψ'/r)/(2μ) − Zψ/r + Wψ = Eψ,

where μ ≠ 0 is the mass, Z the nuclear charge, E the energy and W(r) any further potential with rW(r) → 0 as r → 0. If ψ has a finite limit p0 at the origin, then as r → 0 from the right

ψ' → −μZp0,
(ψ²)' → −2μZp0².

Units are atomic: ħ = 1, the electron mass is 1, and two unit charges interact through 1/r. For an electron at a fixed nucleus μ = 1, and the slope is −Zp0. No bound on ψ'' near the origin is assumed, and the limit of ψ' is a conclusion.

## The 1/r term in the local energy

Quantum Monte Carlo codes sample the local energy (Hψ)/ψ of a trial function. In the one-particle s-wave model, a trial function with value p0 ≠ 0, slope p1 and bounded second derivative near the nucleus has a local energy whose 1/r term is

−(p1/(μp0) + Z)/r.

It vanishes exactly when p1 = −μZp0. A finite sum of s-type Gaussians centred on the nucleus has p1 = 0 and leaves −Z/r, which makes the local energy fluctuate strongly near the nucleus.

The condition on W tells a code when to impose the cusp. A screening potential that is finite at the nucleus leaves the ratio of slope to value at −μZ, although it may change p0 itself. For a finite-size nucleus or a local pseudopotential that is finite at the origin, the whole potential belongs in W with Z = 0, and the slope is zero.

## From the radial equation to the slope

Multiply the equation by −2μr and rearrange:

rψ'' + 2ψ' = −2μ(Z + rE − rW)ψ.

Call the left side s. Since rE → 0, rW → 0 and ψ → p0,

s → L, with L = −2μZp0.

Now let v = (rψ)' = ψ + rψ'. Then v' = 2ψ' + rψ'' = s. Choose δ > 0 with |s| ≤ |L| + 1 on (0, δ). For r in this interval the mean value inequality gives

|v(r)| ≤ |v(δ/2)| + (|L| + 1)δ.

So v is bounded near the origin and rv → 0. Therefore

r²ψ' = rv − rψ → 0.

Write ψ' as the quotient r²ψ'/r², in which numerator and denominator both tend to zero. Their derivatives are

(r²ψ')' = r²ψ'' + 2rψ' = rs,
(r²)' = 2r.

The quotient of derivatives is s/2, which tends to −μZp0. By L'Hôpital's rule ψ' has the same limit. Finally (ψ²)' = 2ψψ' → −2μZp0².

## Numbers for the 2s state at Z = 2

Take μ = 1, W = 0 and ψ = (1 − r)exp(−r), with E = −Z²/8 = −1/2. Then

ψ' = −(2 − r)exp(−r),
ψ'' = (3 − r)exp(−r).

At r = 0.1, leaving out the common factor exp(−0.1), the left side of the equation is

−(2.9 − 20 · 1.9)/2 − 20 · 0.9 = 17.55 − 18 = −0.45,

which equals E · 0.9. At the origin ψ → 1 and ψ' → −2 = −Zp0. Normalised in three dimensions, the function carries a factor 1/√π, so the value is 0.564, the slope −1.128 and the density slope −4/π ≈ −1.273.

## The Lean file

```lean
import Mathlib

open Filter Topology Set

namespace KatoCusp

/-- The function `ψ`, with first and second derivatives `ψ₁` and `ψ₂`, solves the radial s-wave
Schrödinger equation on `r > 0` with mass parameter `μ`, Coulomb term `-Z/r`, additional potential
`W` and energy `E`. -/
structure IsRadialSolution (μ Z E : ℝ) (W ψ ψ₁ ψ₂ : ℝ → ℝ) : Prop where
  deriv_one : ∀ r, 0 < r → HasDerivAt ψ (ψ₁ r) r
  deriv_two : ∀ r, 0 < r → HasDerivAt ψ₁ (ψ₂ r) r
  equation : ∀ r, 0 < r →
    -(1 / (2 * μ)) * (ψ₂ r + 2 * ψ₁ r / r) - Z * ψ r / r + W r * ψ r = E * ψ r

variable {μ Z E p0 p1 : ℝ} {W ψ ψ₁ ψ₂ : ℝ → ℝ}

/-- The radial equation multiplied by `-2 μ r`: the second derivative of `r ψ` is expressed through
`ψ` without any division by `r`. -/
theorem reduced_equation (hμ : μ ≠ 0) (h : IsRadialSolution μ Z E W ψ ψ₁ ψ₂)
    {r : ℝ} (hr : 0 < r) :
    r * ψ₂ r + 2 * ψ₁ r = -2 * μ * (Z + (r * E - r * W r)) * ψ r := by
  have hr0 : r ≠ 0 := hr.ne'
  have key : r * ψ₂ r + 2 * ψ₁ r - (-2 * μ * (Z + (r * E - r * W r)) * ψ r) =
      -2 * μ * r * ((-(1 / (2 * μ)) * (ψ₂ r + 2 * ψ₁ r / r) - Z * ψ r / r + W r * ψ r)
        - E * ψ r) := by
    field_simp
    ring
  rw [h.equation r hr, sub_self, mul_zero] at key
  linarith

/-- If the derivative of `v` has a finite limit at the origin, then `r v(r)` tends to zero. -/
theorem mul_tendsto_zero {v s : ℝ → ℝ} {L : ℝ} (hv : ∀ r, 0 < r → HasDerivAt v (s r) r)
    (hs : Tendsto s (𝓝[>] 0) (𝓝 L)) :
    Tendsto (fun r => r * v r) (𝓝[>] 0) (𝓝 0) := by
  have hb : ∀ᶠ r in 𝓝[>] (0 : ℝ), ‖s r‖ ≤ ‖L‖ + 1 :=
    hs.norm.eventually_le_const (lt_add_one _)
  obtain ⟨δ, hδ, hsub⟩ := mem_nhdsGT_iff_exists_Ioo_subset.mp hb
  have hδ' : 0 < δ := hδ
  have hid : Tendsto (fun r : ℝ => r) (𝓝[>] 0) (𝓝 0) :=
    tendsto_id.mono_left nhdsWithin_le_nhds
  have hlim : Tendsto (fun r : ℝ => r * (‖v (δ / 2)‖ + (‖L‖ + 1) * δ)) (𝓝[>] 0) (𝓝 0) := by
    simpa using hid.mul_const (‖v (δ / 2)‖ + (‖L‖ + 1) * δ)
  refine squeeze_zero_norm' ?_ hlim
  filter_upwards [Ioo_mem_nhdsGT hδ'] with r hr
  -- the mean value inequality between `δ / 2` and `r` bounds `v r`
  have hmid : δ / 2 ∈ Ioo 0 δ := ⟨by linarith, by linarith⟩
  have hmv : ‖v r - v (δ / 2)‖ ≤ (‖L‖ + 1) * ‖r - δ / 2‖ :=
    Convex.norm_image_sub_le_of_norm_hasDerivWithin_le
      (fun x hx => (hv x hx.1).hasDerivWithinAt) (fun x hx => hsub hx)
      (convex_Ioo 0 δ) hmid hr
  have hdist : ‖r - δ / 2‖ ≤ δ := by
    rw [Real.norm_eq_abs, abs_le]
    constructor <;> linarith [hr.1, hr.2]
  have hC : (‖L‖ + 1) * ‖r - δ / 2‖ ≤ (‖L‖ + 1) * δ := by gcongr
  have htri : ‖v r‖ ≤ ‖v (δ / 2)‖ + ‖v r - v (δ / 2)‖ := by
    have := norm_add_le (v (δ / 2)) (v r - v (δ / 2))
    rwa [add_sub_cancel] at this
  rw [norm_mul, Real.norm_of_nonneg hr.1.le]
  exact mul_le_mul_of_nonneg_left (by linarith) hr.1.le

/-- Kato's cusp condition for a solution `ψ` of the radial s-wave equation: if `ψ` has the finite
limit `p0` at the origin and `W` is less singular than the Coulomb potential, then `ψ'` tends to `-μ
Z p0`. -/
theorem kato_cusp (hμ : μ ≠ 0) (h : IsRadialSolution μ Z E W ψ ψ₁ ψ₂)
    (hW : Tendsto (fun r => r * W r) (𝓝[>] 0) (𝓝 0))
    (h0 : Tendsto ψ (𝓝[>] 0) (𝓝 p0)) :
    Tendsto ψ₁ (𝓝[>] 0) (𝓝 (-(μ * Z * p0))) := by
  have hid : Tendsto (fun r : ℝ => r) (𝓝[>] 0) (𝓝 0) :=
    tendsto_id.mono_left nhdsWithin_le_nhds
  have hpos : ∀ᶠ r in 𝓝[>] (0 : ℝ), 0 < r := self_mem_nhdsWithin
  -- the second derivative of `r ψ` has a limit
  have hs : Tendsto (fun r => r * ψ₂ r + 2 * ψ₁ r) (𝓝[>] 0) (𝓝 (-2 * μ * Z * p0)) := by
    have h1 : Tendsto (fun r => -2 * μ * (Z + (r * E - r * W r)) * ψ r) (𝓝[>] 0)
        (𝓝 (-2 * μ * (Z + (0 * E - 0)) * p0)) :=
      ((((hid.mul_const E).sub hW).const_add Z).const_mul (-2 * μ)).mul h0
    have e : -2 * μ * (Z + (0 * E - 0)) * p0 = -2 * μ * Z * p0 := by ring
    rw [e] at h1
    refine h1.congr' ?_
    filter_upwards [hpos] with r hr
    exact (reduced_equation hμ h hr).symm
  -- hence `r ^ 2 ψ'` vanishes at the origin
  have hv : ∀ r, 0 < r →
      HasDerivAt (fun x => ψ x + x * ψ₁ x) (r * ψ₂ r + 2 * ψ₁ r) r := by
    intro r hr
    refine ((h.deriv_one r hr).fun_add
      ((hasDerivAt_id' r).fun_mul (h.deriv_two r hr))).congr_deriv ?_
    ring
  have hf0 : Tendsto (fun r => r ^ 2 * ψ₁ r) (𝓝[>] 0) (𝓝 0) := by
    have h1 := (mul_tendsto_zero hv hs).sub (hid.mul h0)
    rw [zero_mul, sub_zero] at h1
    refine h1.congr fun r => ?_
    ring
  have hsq : ∀ r : ℝ, HasDerivAt (fun x : ℝ => x ^ 2) (2 * r) r := by
    intro r
    simpa using hasDerivAt_pow 2 r
  have hg0 : Tendsto (fun r : ℝ => r ^ 2) (𝓝[>] 0) (𝓝 0) := by
    simpa using hid.pow 2
  -- L'Hôpital's rule for `r ^ 2 ψ' / r ^ 2`
  have hq : Tendsto (fun r => (r * (r * ψ₂ r + 2 * ψ₁ r)) / (2 * r)) (𝓝[>] 0)
      (𝓝 (-(μ * Z * p0))) := by
    have h1 := hs.div_const 2
    have e : -2 * μ * Z * p0 / 2 = -(μ * Z * p0) := by ring
    rw [e] at h1
    refine h1.congr' ?_
    filter_upwards [hpos] with r hr
    rw [mul_comm 2 r, mul_div_mul_left _ _ hr.ne']
  have hl := HasDerivAt.lhopital_zero_nhdsGT
    (f := fun r => r ^ 2 * ψ₁ r) (g := fun r => r ^ 2)
    (f' := fun r => r * (r * ψ₂ r + 2 * ψ₁ r)) (g' := fun r => 2 * r)
    (by
      filter_upwards [hpos] with r hr
      refine ((hsq r).fun_mul (h.deriv_two r hr)).congr_deriv ?_
      ring)
    (Eventually.of_forall hsq)
    (by
      filter_upwards [hpos] with r hr
      exact mul_ne_zero two_ne_zero hr.ne')
    hf0 hg0 hq
  refine hl.congr' ?_
  filter_upwards [hpos] with r hr
  exact mul_div_cancel_left₀ _ (pow_ne_zero 2 hr.ne')

/-- Cusp of the density: under the hypotheses of `kato_cusp`, the slope of `ψ ^ 2` tends to `-2 μ Z
p0 ^ 2` at the origin. -/
theorem density_cusp (hμ : μ ≠ 0) (h : IsRadialSolution μ Z E W ψ ψ₁ ψ₂)
    (hW : Tendsto (fun r => r * W r) (𝓝[>] 0) (𝓝 0))
    (h0 : Tendsto ψ (𝓝[>] 0) (𝓝 p0)) :
    Tendsto (deriv fun r => ψ r ^ 2) (𝓝[>] 0) (𝓝 (-2 * μ * Z * p0 ^ 2)) := by
  have h1 := (h0.const_mul 2).mul (kato_cusp hμ h hW h0)
  have e : 2 * p0 * -(μ * Z * p0) = -2 * μ * Z * p0 ^ 2 := by ring
  rw [e] at h1
  refine h1.congr' ?_
  filter_upwards [self_mem_nhdsWithin] with r hr
  have hd := (h.deriv_one r hr).fun_pow 2
  rw [hd.deriv]
  norm_num

/-- Nuclear cusp in atomic units: for a bare Coulomb potential the limits `p0` of `ψ` and `p1`
of `ψ'` at the nucleus satisfy `p1 = -Z p0`. -/
theorem nuclear_cusp (h : IsRadialSolution 1 Z E (fun _ => 0) ψ ψ₁ ψ₂)
    (h0 : Tendsto ψ (𝓝[>] 0) (𝓝 p0)) (h1 : Tendsto ψ₁ (𝓝[>] 0) (𝓝 p1)) :
    p1 = -Z * p0 := by
  have h2 := tendsto_nhds_unique h1 (kato_cusp one_ne_zero h (by simp) h0)
  linarith

/-- Electron-electron cusp: for reduced mass `1/2` and the repulsion `1/r`, the slope of `ψ`
at coalescence is `p0 / 2`. -/
theorem electron_electron_cusp (h : IsRadialSolution (1 / 2) (-1) E W ψ ψ₁ ψ₂)
    (hW : Tendsto (fun r => r * W r) (𝓝[>] 0) (𝓝 0))
    (h0 : Tendsto ψ (𝓝[>] 0) (𝓝 p0)) :
    Tendsto ψ₁ (𝓝[>] 0) (𝓝 (p0 / 2)) := by
  have h1 := kato_cusp (by norm_num) h hW h0
  have e : -(1 / 2 * -1 * p0) = p0 / 2 := by ring
  rwa [e] at h1

/-- The function `(1 - Z r / 2) exp (-Z r / 2)` solves the radial equation with energy
`-Z ^ 2 / 8` and tends to `1` at the nucleus. -/
theorem kato_cusp_witness (Z : ℝ) :
    IsRadialSolution 1 Z (-Z ^ 2 / 8) (fun _ => 0)
      (fun r => (1 - Z / 2 * r) * Real.exp (-(Z / 2) * r))
      (fun r => -((Z - Z ^ 2 / 4 * r) * Real.exp (-(Z / 2) * r)))
      (fun r => (3 * Z ^ 2 / 4 - Z ^ 3 / 8 * r) * Real.exp (-(Z / 2) * r)) ∧
    Tendsto (fun r => (1 - Z / 2 * r) * Real.exp (-(Z / 2) * r)) (𝓝[>] 0) (𝓝 1) := by
  -- derivative of a linear function times the exponential
  have hp : ∀ a b r : ℝ, HasDerivAt (fun x => (a - b * x) * Real.exp (-(Z / 2) * x))
      ((-b - Z / 2 * (a - b * r)) * Real.exp (-(Z / 2) * r)) r := by
    intro a b r
    refine ((((hasDerivAt_id' r).const_mul b).const_sub a).fun_mul
      (((hasDerivAt_id' r).const_mul (-(Z / 2))).exp)).congr_deriv ?_
    ring
  refine ⟨⟨fun r _ => (hp 1 (Z / 2) r).congr_deriv (by ring),
    fun r _ => (hp Z (Z ^ 2 / 4) r).fun_neg.congr_deriv (by ring), fun r hr => ?_⟩, ?_⟩
  · have hr0 : r ≠ 0 := hr.ne'
    generalize Real.exp (-(Z / 2) * r) = e
    field_simp
    ring
  · have hc : Continuous fun r : ℝ => (1 - Z / 2 * r) * Real.exp (-(Z / 2) * r) := by
      fun_prop
    exact (hc.tendsto' 0 1 (by simp)).mono_left nhdsWithin_le_nhds

/-- The function `1/r` solves the free radial equation at zero energy on `r > 0`, and its
slope has no finite limit at the origin. -/
theorem singular_solution_no_cusp :
    IsRadialSolution 1 0 0 (fun _ => 0) (fun r => r⁻¹) (fun r => -(r⁻¹) ^ 2)
      (fun r => 2 * (r⁻¹) ^ 3) ∧
    ∀ p : ℝ, ¬ Tendsto (fun r : ℝ => -(r⁻¹) ^ 2) (𝓝[>] 0) (𝓝 p) := by
  have hinv : ∀ r : ℝ, 0 < r → HasDerivAt (fun x : ℝ => x⁻¹) (-(r⁻¹) ^ 2) r := by
    intro r hr
    refine (hasDerivAt_inv hr.ne').congr_deriv ?_
    rw [inv_pow]
  refine ⟨⟨hinv, fun r hr => ?_, fun r hr => ?_⟩, fun p hp => ?_⟩
  · refine ((hinv r hr).fun_pow 2).fun_neg.congr_deriv ?_
    norm_num
    ring
  · rw [div_eq_mul_inv (2 * -(r⁻¹) ^ 2) r]
    ring
  · have ht : Tendsto (fun r : ℝ => (r⁻¹) ^ 2) (𝓝[>] 0) atTop :=
      (tendsto_pow_atTop two_ne_zero).comp tendsto_inv_nhdsGT_zero
    exact not_tendsto_nhds_of_tendsto_atBot (tendsto_neg_atTop_atBot.comp ht) p hp

end KatoCusp
```

```lean
#print axioms KatoCusp.kato_cusp
#print axioms KatoCusp.density_cusp
#print axioms KatoCusp.electron_electron_cusp
#print axioms KatoCusp.singular_solution_no_cusp
```

```
'KatoCusp.kato_cusp' depends on axioms: [propext, Classical.choice, Quot.sound]
'KatoCusp.density_cusp' depends on axioms: [propext, Classical.choice, Quot.sound]
'KatoCusp.electron_electron_cusp' depends on axioms: [propext, Classical.choice, Quot.sound]
'KatoCusp.singular_solution_no_cusp' depends on axioms: [propext, Classical.choice, Quot.sound]
```

## How the Lean statements map to the physics

`IsRadialSolution` says that `ψ₁` and `ψ₂` are the first and second derivatives of `ψ` at every r > 0, and that the radial equation holds there. Values at r ≤ 0 play no role. The filter `𝓝[>] 0` expresses the approach to the origin from the right. `E` is any real number, and ψ need not be normalisable.

`kato_cusp` and `density_cusp` are the two limits stated at the start. `nuclear_cusp` takes μ = 1 and W = 0, and assumes a limit `p1` of the slope only to give it a name. `electron_electron_cusp` keeps the hypotheses of `kato_cusp` on W and ψ and sets μ = 1/2 and Z = −1. This is the s-wave relative motion of two electrons in a spin singlet, and the slope is p0/2.

`kato_cusp_witness` supplies the 2s-type function for every real Z, with p0 = 1; it is normalisable, and so a bound state, only for Z > 0. `singular_solution_no_cusp` shows what finiteness at the origin excludes: 1/r solves the free equation at zero energy on r > 0, yet its slope has no finite limit.

Kato's condition for a many-electron wavefunction concerns its spherical average around a coalescence point. Here a single radial function is given from the outset, so neither that averaging nor the dependence on other particles is treated. Higher angular momenta are excluded too, because a centrifugal term in W violates rW → 0.

Many radial codes store u = rψ. A structure written for u would have the simpler equation −u''/(2μ) − Zu/r + Wu = Eu, and finiteness of ψ would become the condition u/r → p0. The cusp would then appear as a curvature, u'' → −2μZp0, and the slope of ψ would still have to be derived from it, for example by L'Hôpital's rule.

## How the proof follows the derivation

`reduced_equation` is the multiplication by −2μr: `field_simp` and `ring` identify the difference of its two sides with −2μr times the residual of the radial equation, which is zero. `mul_tendsto_zero` contains the mean value bound and squeezes rv to zero.

Inside `kato_cusp`, `hs` is the limit of s, `hv` the identity v' = s, `hf0` the limit r²ψ' → 0, and `hq` the limit of the quotient of derivatives. `HasDerivAt.lhopital_zero_nhdsGT` combines them, and the last lines cancel r². `density_cusp` multiplies the limits of 2ψ and ψ', and the nuclear and electron-electron cases substitute their constants, the nuclear one also using the uniqueness of limits. In the two explicit examples the equation is checked by differentiation and algebra; the limit in the first follows from continuity, and the absence of a finite limit in the second from the divergence of 1/r².
